# The Debye–Smoluchowski capture rate for steady diffusion to an absorbing sphere in an attractive Coulomb field

Q: What do the symbols stand for, and which way does a positive flux point?

A: Particles diffuse around a sphere of radius $R$ centred at the origin. Their concentration at distance $r$ is $c(r)$, their diffusion constant is $D$, and their energy in the field of the sphere is $U(r) = -kT\,r_c/r$. Here $kT$ is the thermal energy. The length $r_c$, written `rc` in the code, is positive for attraction and negative for repulsion, and its magnitude is the distance at which the Coulomb energy equals $kT$ in magnitude. For a particle of charge $q_1$ and a sphere of charge $q_2$ in a medium of uniform permittivity $\varepsilon$, it is $r_c = -q_1q_2/(4\pi\varepsilon kT)$ in SI units. Everything is a real number, and the file works inside one namespace.

In Lean 4 with Mathlib:

```lean
import Mathlib

open Filter Set Topology

namespace DebyeSmoluchowski

noncomputable section
```

Positive flux points inward. Diffusion and drift together give the inward current density $D\,(c' + c\,U'/kT)$, and here $U'/kT = r_c/r^2$. Multiplying by the area $4\pi r^2$ and dividing by $4\pi D$ leaves

$$J = r^2\left(c' + \frac{c\,r_c}{r^2}\right).$$

```lean
/-- Inward flux (divided by 4πD) through the sphere of radius `r ≠ 0`, for concentration `u` with
radial slope `u'`, in the Coulomb field of energy `-kT rc / r`. -/
def inwardFlux (rc r u u' : ℝ) : ℝ := r ^ 2 * (u' + u * rc / r ^ 2)
```

With $c$ measured in units of the bulk concentration, $J$ is a length, and the physical rate constant is $4\pi D J$. The drift term carries physics that is put in by hand: the Einstein relation between mobility and $D$, a constant $D$, and particles that do not interact with each other.

Q: Where is the diffusion equation? I see a flux, but no equation of motion.

A: The steady state enters as a hypothesis. Without sources or sinks outside the sphere, and with spherical symmetry, conservation of particles says that the same number cross every sphere per unit time. `IsSteady` states this directly.

```lean
/-- The concentration `c` is differentiable on `r ≥ R` (one-sidedly at `R`) and carries the same
inward flux `J` through every sphere of radius `r ≥ R`. -/
def IsSteady (rc R J : ℝ) (c : ℝ → ℝ) : Prop :=
  ∀ r, R ≤ r → ∃ c', HasDerivWithinAt c c' (Ici R) r ∧ inwardFlux rc r (c r) c' = J
```

For each $r \ge R$ there is a slope `c'`, and the flux computed from it is $J$. The set `Ici R` is $[R,\infty)$, so the derivative is the ordinary one for $r > R$ and one-sided at contact. Values of $c$ inside the sphere play no role. Relaxation towards the steady state, which the time-dependent Debye–Smoluchowski equation would describe, is not treated.

Q: The next definition is the answer itself. Isn't that assuming the result?

A: It only gives the formula a name. `IsSteady` does not mention it, and the main theorem derives it for $J$.

```lean
/-- The Debye-Smoluchowski capture rate, divided by 4πD, for `rc ≠ 0` and `R ≠ 0`. -/
def captureRate (rc R : ℝ) : ℝ := rc / (1 - Real.exp (-(rc / R)))
```

There is also a candidate concentration profile, which will show that the hypotheses can be met.

```lean
/-- The concentration profile around a perfectly absorbing sphere of radius `R`, in units of the
bulk concentration, for `rc`, `R` and `r` nonzero. -/
def captureProfile (rc R r : ℝ) : ℝ :=
  (1 - Real.exp (rc / r - rc / R)) / (1 - Real.exp (-(rc / R)))
```

Q: Then derive the rate for me by hand.

A: Written out, the steady condition is $r^2c' + r_c c = J$. Consider

$$w(r) = (r_c\,c(r) - J)\,e^{-r_c/r}.$$

The slope of $-r_c/r$ is $r_c/r^2$, so

$$w' = r_c c' e^{-r_c/r} + (r_c c - J)\frac{r_c}{r^2}e^{-r_c/r} = \frac{r_c}{r^2}e^{-r_c/r}\left(r^2c' + r_c c - J\right) = 0.$$

Hence $w(r) = w(R)$ for all $r \ge R$. Let $c \to n$ far away, and write $E = e^{-r_c/R}$. Since $e^{-r_c/r} \to 1$, the limit $r\to\infty$ gives

$$r_c n - J = (r_c\,c(R) - J)E, \qquad\text{so}\qquad J(1-E) = r_c\,(n - c(R)E).$$

For perfect absorption $c(R) = 0$, and for unit bulk concentration $n = 1$. When $r_c, R > 0$ we have $E < 1$, and division gives

$$J = \frac{r_c}{1 - e^{-r_c/R}}.$$

Q: Does the formal proof take the same route?

A: Yes. The first lemma is the derivative of the Coulomb function.

```lean
/-- The Coulomb function `a / r` has slope `-a / r²` at every `r ≠ 0`. -/
theorem coulomb_hasDerivAt (a : ℝ) {x : ℝ} (hx : x ≠ 0) :
    HasDerivAt (fun r : ℝ => a / r) (-a / x ^ 2) x := by
  have hf : (fun r : ℝ => a / r) = fun r => a * r⁻¹ := by
    funext r
    ring
  rw [hf]
  exact ((hasDerivAt_inv hx).const_mul a).congr_deriv (by ring)
```

The second is the constancy of $w$. Inside it, `key` is the calculation of $w' = 0$: the product rule supplies the derivative, and `linear_combination` inserts the flux condition. Then `constant_of_has_deriv_right_zero` turns a vanishing right-hand derivative, together with continuity on $[R, r]$, into equality of the end values. No second derivative of $c$ is needed.

```lean
/-- In a steady state outside a sphere of radius `R > 0`, the quantity
`(rc c - J) exp(-rc / r)` has the same value at every distance `r ≥ R` as at contact. -/
theorem steady_invariant {rc R J : ℝ} {c : ℝ → ℝ} (hR : 0 < R) (h : IsSteady rc R J c)
    {r : ℝ} (hr : R ≤ r) :
    (rc * c r - J) * Real.exp (-(rc / r)) = (rc * c R - J) * Real.exp (-(rc / R)) := by
  -- the derivative vanishes because the flux is constant
  have key : ∀ x, R ≤ x → HasDerivWithinAt
      (fun r => (rc * c r - J) * Real.exp (-(rc / r))) 0 (Ici R) x := by
    intro x hx
    obtain ⟨c', hc, hJ⟩ := h x hx
    have hx0 : x ≠ 0 := (hR.trans_le hx).ne'
    have hi : x ^ 2 * (x ^ 2)⁻¹ = 1 := mul_inv_cancel₀ (pow_ne_zero 2 hx0)
    have hJ' : J = x ^ 2 * c' + c x * rc := by
      rw [← hJ, inwardFlux]
      linear_combination (c x * rc) * hi
    have he := (coulomb_hasDerivAt rc hx0).fun_neg.exp
    refine (((hc.const_mul rc).sub_const J).fun_mul he.hasDerivWithinAt).congr_deriv ?_
    linear_combination (-Real.exp (-(rc / x)) * rc * (x ^ 2)⁻¹) * hJ'
      - Real.exp (-(rc / x)) * rc * c' * hi
  exact constant_of_has_deriv_right_zero
    (fun x hx => (key x hx.1).continuousWithinAt.mono Icc_subset_Ici_self)
    (fun x hx => (key x hx.1).mono (Ici_subset_Ici.2 hx.1)) r ⟨hr, le_rfl⟩
```

The flux balance comes from computing the limit of $w$ in two ways: once from the limits of its factors, and once from its constant value. `tendsto_nhds_unique` equates them.

```lean
/-- Flux balance for a steady state outside a sphere of radius `R > 0`, with contact concentration
`c R` and bulk concentration `n`, in an attractive or repulsive Coulomb field. -/
theorem flux_balance {rc R J n : ℝ} {c : ℝ → ℝ} (hR : 0 < R) (h : IsSteady rc R J c)
    (hn : Tendsto c atTop (𝓝 n)) :
    J * (1 - Real.exp (-(rc / R))) = rc * (n - c R * Real.exp (-(rc / R))) := by
  have h0 : Tendsto (fun r : ℝ => rc / r) atTop (𝓝 0) :=
    tendsto_const_nhds.div_atTop tendsto_id
  have he : Tendsto (fun r : ℝ => Real.exp (-(rc / r))) atTop (𝓝 1) := by
    have h1 := (Real.continuous_exp.tendsto _).comp h0.neg
    simpa [Function.comp_def] using h1
  -- evaluate the invariant at infinity and at contact
  have hl := ((hn.const_mul rc).sub_const J).mul he
  have hc : Tendsto (fun r => (rc * c r - J) * Real.exp (-(rc / r))) atTop
      (𝓝 ((rc * c R - J) * Real.exp (-(rc / R)))) := by
    refine tendsto_const_nhds.congr' ?_
    filter_upwards [eventually_ge_atTop R] with r hr
    exact (steady_invariant hR h hr).symm
  have hu := tendsto_nhds_unique hl hc
  linear_combination -hu
```

This lemma puts no sign on $r_c$, so it covers repulsion as well. At $r_c = 0$ both sides vanish and it says nothing about $J$. The division in the last step of the derivation needs $E \neq 1$. For attraction the next lemma supplies this, in the form $E < 1$.

```lean
/-- In an attractive field (`rc > 0`) and for `R > 0`, the factor `exp(-rc / R)` is below one. -/
theorem contact_factor_lt_one {rc R : ℝ} (hrc : 0 < rc) (hR : 0 < R) :
    0 < 1 - Real.exp (-(rc / R)) := by
  have h : Real.exp (-(rc / R)) < 1 := Real.exp_lt_one_iff.2 (neg_lt_zero.2 (div_pos hrc hR))
  linarith
```

Q: How large is the rate compared with the two lengths in the problem?

A: It lies above each of them and below their sum. Put $x = r_c/R > 0$ and use $1 + y < e^y$ for $y \neq 0$.

- With $y = -x$ we get $1 - E < x$, so $J > r_c/x = R$.
- Since $E > 0$, we have $1 - E < 1$, so $J > r_c$.
- With $y = x$ we get $(1+x)E < 1$, so $1 - E > x/(1+x)$ and $J < r_c(1+x)/x = R + r_c$.

In the code `h1` and `h2` are the two uses of the exponential inequality, and `h4` is the second one multiplied by $E$. The three goals after `refine` are the three items above, in the same order.

```lean
/-- For `rc, R > 0` the capture rate exceeds both the radius `R` and the Coulomb length `rc`, and
stays below their sum. -/
theorem captureRate_bounds {rc R : ℝ} (hrc : 0 < rc) (hR : 0 < R) :
    max R rc < captureRate rc R ∧ captureRate rc R < R + rc := by
  have hD := contact_factor_lt_one hrc hR
  have hx : 0 < rc / R := div_pos hrc hR
  have hxR : R * (rc / R) = rc := mul_div_cancel₀ rc hR.ne'
  have hE := Real.exp_pos (-(rc / R))
  have h1 := Real.add_one_lt_exp (neg_ne_zero.2 hx.ne')
  have h2 := Real.add_one_lt_exp hx.ne'
  have h3 : Real.exp (rc / R) * Real.exp (-(rc / R)) = 1 := by
    rw [← Real.exp_add, add_neg_cancel, Real.exp_zero]
  have h4 := mul_lt_mul_of_pos_right h2 hE
  rw [h3] at h4
  unfold captureRate
  refine ⟨max_lt ?_ ?_, ?_⟩
  · rw [lt_div_iff₀ hD]
    have h5 := mul_pos hR (sub_pos.2 h1)
    linarith
  · rw [lt_div_iff₀ hD]
    have h5 := mul_pos hrc hE
    linarith
  · rw [div_lt_iff₀ hD]
    have h5 := mul_pos hR (sub_pos.2 h4)
    have h6 : R * (1 - (rc / R + 1) * Real.exp (-(rc / R)))
        = R - (rc + R) * Real.exp (-(rc / R)) := by
      linear_combination (-Real.exp (-(rc / R))) * hxR
    rw [h6] at h5
    linarith
```

The main theorem joins the bounds to the derivation.

```lean
/-- Debye-Smoluchowski capture: for `rc, R > 0`, a steady concentration that vanishes at `R` and
tends to one far away has flux `rc / (1 - exp(-rc / R))`, between `max R rc` and `R + rc`. -/
theorem debye_smoluchowski {rc R J : ℝ} {c : ℝ → ℝ} (hrc : 0 < rc) (hR : 0 < R)
    (h : IsSteady rc R J c) (h0 : c R = 0) (h1 : Tendsto c atTop (𝓝 1)) :
    J = rc / (1 - Real.exp (-(rc / R))) ∧ max R rc < J ∧ J < R + rc := by
  have hJ : J = captureRate rc R := by
    rw [captureRate, eq_div_iff (contact_factor_lt_one hrc hR).ne', flux_balance hR h h1, h0]
    ring
  exact ⟨hJ, hJ ▸ captureRate_bounds hrc hR⟩
```

In words: let $r_c$ and $R$ be positive, and let $c$ be any steady concentration with flux $J$ that vanishes at the surface and tends to one at infinity. Then $J$ has the stated value, exceeds $\max(R, r_c)$ and is less than $R + r_c$. The proof sets $c(R) = 0$ and $n = 1$ in `flux_balance` and divides.

Q: A theorem about "any such $c$" is worthless if there is none.

A: There is one for every positive $r_c$ and $R$:

$$c(r) = \frac{1 - e^{r_c/r - r_c/R}}{1 - E}.$$

At $r = R$ the numerator is zero. As $r \to \infty$ it tends to $1 - E$, so $c \to 1$. For the flux, $r^2c' = r_c\,e^{r_c/r - r_c/R}/(1-E)$. Adding $r_c c$ cancels the exponential and leaves $r_c/(1-E)$ at every $r$. The formal proof checks these three properties.

```lean
/-- For `rc, R > 0` the explicit capture profile is steady with flux `captureRate rc R`, vanishes
at `R` and tends to one far away. -/
theorem debye_smoluchowski_witness {rc R : ℝ} (hrc : 0 < rc) (hR : 0 < R) :
    IsSteady rc R (captureRate rc R) (captureProfile rc R) ∧ captureProfile rc R R = 0 ∧
      Tendsto (captureProfile rc R) atTop (𝓝 1) := by
  refine ⟨?_, by simp [captureProfile], ?_⟩
  · intro x hx
    have hx0 : x ≠ 0 := (hR.trans_le hx).ne'
    have hi : x ^ 2 * (x ^ 2)⁻¹ = 1 := mul_inv_cancel₀ (pow_ne_zero 2 hx0)
    have d := (((coulomb_hasDerivAt rc hx0).sub_const (rc / R)).exp.const_sub 1).div_const
      (1 - Real.exp (-(rc / R)))
    refine ⟨_, d.hasDerivWithinAt, ?_⟩
    unfold inwardFlux captureRate captureProfile
    linear_combination (rc / (1 - Real.exp (-(rc / R)))) * hi
  · have h0 : Tendsto (fun r : ℝ => rc / r) atTop (𝓝 0) :=
      tendsto_const_nhds.div_atTop tendsto_id
    have h := (((Real.continuous_exp.tendsto _).comp (h0.sub_const (rc / R))).const_sub
      1).div_const (1 - Real.exp (-(rc / R)))
    rw [zero_sub, div_self (contact_factor_lt_one hrc hR).ne'] at h
    exact h
```

Q: What happens when the sphere becomes very small? Without the field, a point absorbs nothing.

A: With attraction the rate does not vanish. From $r_c < J < R + r_c$, letting $R$ shrink to zero forces $J \to r_c$. The physical rate constant is then $4\pi D r_c$, the Langevin value, in which the size of the target no longer appears.

```lean
/-- Langevin limit: for `rc > 0` the capture rate tends to `rc` as the radius `R` shrinks to zero
from above. -/
theorem langevin_limit {rc : ℝ} (hrc : 0 < rc) :
    Tendsto (fun R => captureRate rc R) (𝓝[>] 0) (𝓝 rc) := by
  have hc : Continuous (fun R : ℝ => R + rc) := by fun_prop
  have hu := (hc.tendsto 0).mono_left (nhdsWithin_le_nhds (s := Ioi 0))
  rw [zero_add] at hu
  refine tendsto_of_tendsto_of_tendsto_of_le_of_le' tendsto_const_nhds hu ?_ ?_
  · filter_upwards [self_mem_nhdsWithin] with R hR
    exact ((le_max_right R rc).trans_lt (captureRate_bounds hrc hR).1).le
  · filter_upwards [self_mem_nhdsWithin] with R hR
    exact (captureRate_bounds hrc hR).2.le
```

The filter `𝓝[>] 0` means that $R$ approaches zero through positive values, and the proof is the squeeze just described. In the opposite regime, a weak field at fixed $R$, the inequalities $R < J < R + r_c$ lead by the same argument to Smoluchowski's value $J \to R$ for neutral particles; I add that as a corollary by hand, since the file states no theorem for it.

Q: Real surfaces do not react at every contact.

A: Then $c(R)$ is not zero. Suppose that the surface consumes particles in proportion to their contact concentration, $J = \kappa\,c(R)$ with $\kappa > 0$. Here $4\pi D\kappa$ is the intrinsic rate constant of the whole surface, defined with the concentration at contact, and $\kappa$ stands for all the chemistry there. Let $J_a = r_c/(1-E)$ be the fully absorbing rate. Dividing the flux balance with $n = 1$ by $1 - E$ gives

$$J = J_a\,(1 - c(R)E).$$

Inserting $c(R) = J/\kappa$ and multiplying by $\kappa$ gives $J(\kappa + J_aE) = \kappa J_a$, and therefore

$$J = \frac{\kappa J_a}{\kappa + J_a e^{-r_c/R}}.$$

This is the steady Collins–Kimball rate in the Coulomb field. In the code, `hJk` is the first of these two displayed equations, and the last line combines it with the surface law.

```lean
/-- Partially reactive sphere: for `rc, R, κ > 0`, a steady state with surface reaction
`J = κ c(R)` and unit bulk concentration has the Collins-Kimball rate in the Coulomb field. -/
theorem collins_kimball {rc R J κ : ℝ} {c : ℝ → ℝ} (hrc : 0 < rc) (hR : 0 < R) (hκ : 0 < κ)
    (h : IsSteady rc R J c) (hJ : J = κ * c R) (h1 : Tendsto c atTop (𝓝 1)) :
    J = κ * captureRate rc R / (κ + captureRate rc R * Real.exp (-(rc / R))) := by
  have hD := contact_factor_lt_one hrc hR
  have hb := flux_balance hR h h1
  have hk : captureRate rc R * (1 - Real.exp (-(rc / R))) = rc := div_mul_cancel₀ rc hD.ne'
  have hpos : 0 < captureRate rc R := div_pos hrc hD
  have hE := Real.exp_pos (-(rc / R))
  -- the surface concentration lowers the fully absorbing rate
  have hJk : J = captureRate rc R * (1 - c R * Real.exp (-(rc / R))) := by
    apply mul_right_cancel₀ hD.ne'
    linear_combination hb - (1 - c R * Real.exp (-(rc / R))) * hk
  rw [eq_div_iff (add_pos hκ (mul_pos hpos hE)).ne']
  linear_combination κ * hJk + captureRate rc R * Real.exp (-(rc / R)) * hJ

end

end DebyeSmoluchowski
```

```lean
#print axioms DebyeSmoluchowski.debye_smoluchowski
-- 'DebyeSmoluchowski.debye_smoluchowski' depends on axioms: [propext, Classical.choice, Quot.sound]
#print axioms DebyeSmoluchowski.langevin_limit
-- 'DebyeSmoluchowski.langevin_limit' depends on axioms: [propext, Classical.choice, Quot.sound]
#print axioms DebyeSmoluchowski.collins_kimball
-- 'DebyeSmoluchowski.collins_kimball' depends on axioms: [propext, Classical.choice, Quot.sound]
```

The theorem fixes the rate of any steady state that obeys this surface law. The explicit profile given earlier belongs to the fully absorbing case only.

Q: So what may I use this for?

A: For charges that do not interact with each other and diffuse with constant $D$ in the unscreened Coulomb field of the sphere, the formula gives a steady-state reference value for a Brownian-dynamics simulation of capture or recombination. If the capturing partner diffuses too, $D$ is the sum of the two diffusion constants. Screening by other carriers, a diffusion constant that depends on distance, and the transient after the charges are created all need a different model.

Q: I accept the statement, then, with the steady state and the drift law as its physical input.

A: Both are worth checking if a measured rate disagrees with it, and so are the boundary conditions at contact and far away and the values used for $D$ and $r_c$.
